# Thermal expectations fix a finite-dimensional Hamiltonian W + Σ_k v_k O_k up to a constant

Let a quantum system with finitely many states have the Hamiltonian H(v) = W + Σ_k v_k O_k, where W and the finitely many observables O_k are fixed Hermitian operators and the couplings v_k are real. If two choices of couplings, v and u, give the same thermal expectation of every O_k at the same temperature, then H(v) and H(u) differ only by a real constant.

For electrons at fixed particle number in a finite orbital basis, W can hold the interaction and the O_k can be the Hermitian combinations of a†_p a_q, where a†_p and a_q create and remove an electron in orbitals p and q. The expectations then amount to the one-particle density matrix, which therefore fixes, for a given interaction and temperature, the one-body part of the Hamiltonian, nonlocal potentials included, up to a constant, provided that there is at least one electron and there are fewer electrons than spin orbitals. Gilbert's theorem says that, for electrons in such potentials, the one-particle density matrix of a nondegenerate ground state fixes that state; it need not fix the potential. The thermal result here concerns Gibbs states and does fix the Hamiltonian up to a constant. Passing from a finite basis to electrons in continuous space needs a further argument.

## Comparing two Gibbs states in their eigenbases

Measure energies in units of kT. For a Hermitian H, diagonalise −H with a unitary U and real eigenvalues e_i. The partition function is Z = Σ_i exp(e_i) > 0. Put F = log Z; this F is minus the usual Helmholtz free energy. With a_i = e_i − F,

−H − F·1 = U diag(a_i) U†

ρ_H = exp(−H)/Z = U diag(exp(a_i)) U†

For a second Hermitian operator K, write V, b_j and G for the corresponding unitary, shifted eigenvalues and constant. Let M = U†V be the overlap matrix, and set

X = (−H − F·1) − (−K − G·1) = K − H + (G − F)·1

Since U†U = V†V = 1, we have U†XV = diag(a_i) M − M diag(b_j), and likewise for the states. Hence

(U†XV)_ij = (a_i − b_j) M_ij

(U†(ρ_H − ρ_K)V)_ij = (exp(a_i) − exp(b_j)) M_ij

For any R, inserting VV† = 1 and using UU† = 1 with the cyclic property of the trace gives

tr(R X†) = Σ_ij (U†RV)_ij (U†XV)_ij*

Take R = ρ_H − ρ_K. Here X is Hermitian, and R has trace zero because both states have trace one, so the constant in X drops out:

tr[(ρ_H − ρ_K)(K − H)] = Σ_ij (exp(a_i) − exp(b_j))(a_i − b_j)|M_ij|² ≥ 0

No term is negative, because the exponential is increasing. If the sum vanishes, every term does, so a_i = b_j wherever M_ij ≠ 0. Then U†XV = 0, hence X = 0 and H − K = (G − F)·1.

Now set H = H(v) and K = H(u). The fixed part W cancels, and with ⟨O_k⟩_v the expectation in the Gibbs state of H(v),

tr[(ρ_H − ρ_K)(K − H)] = Σ_k (u_k − v_k)(⟨O_k⟩_v − ⟨O_k⟩_u)

Equal expectations make this zero, which proves the claim.

The same identity gives a neighbouring result: its right-hand side is never negative. Raising a single coupling v_k, with the others held fixed, therefore never raises ⟨O_k⟩.

A two-level system shows what happens as the temperature falls. For H = vσ_z, with σ_z the Pauli matrix and the temperature restored, ⟨σ_z⟩ = −tanh(v/kT). This determines v at every T > 0, but tends to −1 for every v > 0 as T → 0: the ground state no longer reveals the strength of the field.

## Hamiltonians and states as complex matrices

The finite type `n` labels basis states and the finite type `ι` labels the observables. Operators are matrices over ℂ, and `ᴴ` denotes the adjoint.

In Lean 4 with Mathlib:

```lean
import Mathlib

open Matrix

namespace ThermalGilbert

noncomputable section

variable {n ι : Type*} [Fintype n] [DecidableEq n] [Fintype ι]
```

The couplings have type `ι → ℝ`, so they are real by construction.

```lean
/-- The Hamiltonian `H(v) = W + ∑ v_k O_k` with real couplings `v_k`. -/
def hamiltonian (W : Matrix n n ℂ) (O : ι → Matrix n n ℂ) (v : ι → ℝ) : Matrix n n ℂ :=
  W + ∑ k, (v k : ℂ) • O k
```

Temperature does not appear as a variable: `H` stands for the energy divided by kT, and two states compared below share one temperature.

```lean
/-- The Gibbs state `exp(-H) / tr exp(-H)`, with energies in units of `kT`, for matrices `H`
whose partition function `tr exp(-H)` is nonzero. -/
def gibbs (H : Matrix n n ℂ) : Matrix n n ℂ :=
  (trace (NormedSpace.exp (-H)))⁻¹ • NormedSpace.exp (-H)
```

Expectations are complex-valued traces.

```lean
/-- The expectation `tr(ρ A)` of the observable `A` in the state `ρ`. -/
def expect (ρ A : Matrix n n ℂ) : ℂ := trace (ρ * A)
```

## The partition function absorbed into the exponent

The next lemma supplies U, the shifted eigenvalues (here `l`) and F. The spectral theorem is applied to −H, and `Matrix.exp_conj` with `Matrix.exp_diagonal` carries the exponential to the eigenvalues. The assumption `[Nonempty n]` makes Z a sum over at least one positive term, which gives the state trace one.

```lean
/-- For a nonempty set of basis states, the Gibbs state of a Hermitian `H` has trace one. In an
orthonormal eigenbasis its weights are `exp(l_i)`, where the `l_i` are the eigenvalues of `-H - F`
for a real constant `F`. -/
theorem gibbs_spectral [Nonempty n] {H : Matrix n n ℂ} (hH : H.IsHermitian) :
    ∃ (U : Matrix n n ℂ) (l : n → ℝ) (F : ℝ), Uᴴ * U = 1 ∧ U * Uᴴ = 1 ∧
      -H - (F : ℂ) • (1 : Matrix n n ℂ) = U * diagonal (fun i => (l i : ℂ)) * Uᴴ ∧
      gibbs H = U * diagonal (fun i => (Real.exp (l i) : ℂ)) * Uᴴ ∧ trace (gibbs H) = 1 := by
  obtain ⟨U, e, h1, h2, h3⟩ : ∃ (U : Matrix n n ℂ) (e : n → ℝ), Uᴴ * U = 1 ∧ U * Uᴴ = 1 ∧
      -H = U * diagonal (fun i => (e i : ℂ)) * Uᴴ := by
    have h := hH.neg.spectral_theorem
    rw [Unitary.conjStarAlgAut_apply] at h
    exact ⟨hH.neg.eigenvectorUnitary, hH.neg.eigenvalues,
      Matrix.mem_unitaryGroup_iff'.mp hH.neg.eigenvectorUnitary.2,
      Matrix.mem_unitaryGroup_iff.mp hH.neg.eigenvectorUnitary.2, h⟩
  have hexp : NormedSpace.exp (-H) = U * diagonal (fun i => (Real.exp (e i) : ℂ)) * Uᴴ := by
    have hw : NormedSpace.exp (fun i => (e i : ℂ)) = fun i => (Real.exp (e i) : ℂ) := by
      funext i
      rw [Complex.ofReal_exp, Complex.exp_eq_exp_ℂ]
      exact NormedSpace.map_exp (Pi.evalRingHom (fun _ : n => ℂ) i) (continuous_apply i) _
    rw [h3, ← Matrix.inv_eq_right_inv h2, Matrix.exp_conj _ _ ⟨⟨U, Uᴴ, h2, h1⟩, rfl⟩,
      Matrix.exp_diagonal, hw]
  obtain ⟨Z, hZ, htr⟩ : ∃ Z : ℝ, 0 < Z ∧ trace (NormedSpace.exp (-H)) = (Z : ℂ) :=
    ⟨∑ i, Real.exp (e i), Finset.sum_pos (fun i _ => Real.exp_pos _) Finset.univ_nonempty, by
      rw [hexp, Matrix.trace_mul_comm, ← Matrix.mul_assoc, h1, one_mul, trace_diagonal,
        Complex.ofReal_sum]⟩
  -- the shift log Z absorbs the partition function
  refine ⟨U, fun i => e i - Real.log Z, Real.log Z, h1, h2, ?_, ?_, ?_⟩
  · have hd : diagonal (fun i => ((e i - Real.log Z : ℝ) : ℂ))
        = diagonal (fun i => (e i : ℂ)) - (Real.log Z : ℂ) • (1 : Matrix n n ℂ) := by
      rw [smul_one_eq_diagonal, diagonal_sub]
      simp only [Complex.ofReal_sub]
    rw [hd, mul_sub, sub_mul, ← h3, mul_smul_comm, mul_one, smul_mul_assoc, h2]
  · have hd : diagonal (fun i => (Real.exp (e i - Real.log Z) : ℂ))
        = (Z : ℂ)⁻¹ • diagonal (fun i => (Real.exp (e i) : ℂ)) := by
      rw [← diagonal_smul]
      congr 1
      funext i
      rw [Pi.smul_apply, smul_eq_mul, Real.exp_sub, Real.exp_log hZ, div_eq_inv_mul,
        Complex.ofReal_mul, Complex.ofReal_inv]
    rw [hd, gibbs, htr, hexp, mul_smul_comm, smul_mul_assoc]
  · rw [gibbs, trace_smul, smul_eq_mul, htr, inv_mul_cancel₀ (Complex.ofReal_ne_zero.mpr hZ.ne')]
```

## Matrix elements between two bases

The first lemma below is the formula for matrix elements between the two eigenbases. It is stated for arbitrary diagonal entries `p` and `q`, so it serves both for X and for the difference of the states.

```lean
/-- Between two orthonormal bases, the matrix elements of a difference of two operators, each
diagonal in one of the bases, are eigenvalue differences times overlaps. -/
theorem overlap_entry {U V : Matrix n n ℂ} (hU : Uᴴ * U = 1) (hV : Vᴴ * V = 1)
    (p q : n → ℂ) (i j : n) :
    (Uᴴ * (U * diagonal p * Uᴴ - V * diagonal q * Vᴴ) * V) i j
      = (p i - q j) * (Uᴴ * V) i j := by
  have h : Uᴴ * (U * diagonal p * Uᴴ - V * diagonal q * Vᴴ) * V
      = diagonal p * (Uᴴ * V) - (Uᴴ * V) * diagonal q := by
    calc _ = (Uᴴ * U) * diagonal p * (Uᴴ * V) - (Uᴴ * V) * diagonal q * (Vᴴ * V) := by
          noncomm_ring
      _ = _ := by rw [hU, hV, one_mul, mul_one]
  rw [h, Matrix.sub_apply, diagonal_mul, mul_diagonal]
  ring
```

The second is the trace formula, with `R` and `X` arbitrary matrices.

```lean
/-- The Hilbert-Schmidt product `tr(R X†)` may be computed from matrix elements between two
orthonormal bases. -/
theorem trace_frames {U V : Matrix n n ℂ} (hU : U * Uᴴ = 1) (hV : V * Vᴴ = 1)
    (R X : Matrix n n ℂ) :
    trace (R * Xᴴ) = ∑ i, ∑ j, (Uᴴ * R * V) i j * star ((Uᴴ * X * V) i j) := by
  have key : ∀ P Q : Matrix n n ℂ, trace (P * Qᴴ) = ∑ i, ∑ j, P i j * star (Q i j) :=
    fun P Q => by simp [trace, Matrix.mul_apply]
  have h : (Uᴴ * R * V) * (Uᴴ * X * V)ᴴ = Uᴴ * (R * Xᴴ * U) := by
    rw [conjTranspose_mul, conjTranspose_mul, conjTranspose_conjTranspose]
    calc _ = Uᴴ * R * (V * Vᴴ) * Xᴴ * U := by noncomm_ring
      _ = _ := by rw [hV]; noncomm_ring
  rw [← key, h, Matrix.trace_mul_comm Uᴴ, Matrix.mul_assoc (R * Xᴴ) U Uᴴ, hU, mul_one]
```

## Positivity and the case of equality

For Hermitian `H` and `K`, the next theorem states that the real part of tr[(ρ_H − ρ_K)(K − H)] is nonnegative, and that if it is zero then `H - K` is a real multiple of the identity.

In the proof, `shift` removes the constant from the trace, `hsum` is the double sum, and `gap` is the strict monotonicity of the exponential. For equality, `Finset.sum_eq_zero_iff_of_nonneg` is used on the outer and then the inner sum to make each term vanish; `hz` and `hX0` then give U†XV = 0 and X = 0.

```lean
/-- For Hermitian `H` and `K`, the trace of `(ρ_H - ρ_K) (K - H)` with Gibbs states `ρ` has
nonnegative real part; if that vanishes, `H - K` is a real multiple of the identity. -/
theorem gibbs_monotone [Nonempty n] {H K : Matrix n n ℂ} (hH : H.IsHermitian)
    (hK : K.IsHermitian) :
    0 ≤ (trace ((gibbs H - gibbs K) * (K - H))).re ∧
    ((trace ((gibbs H - gibbs K) * (K - H))).re = 0 →
      ∃ c : ℝ, H - K = (c : ℂ) • (1 : Matrix n n ℂ)) := by
  obtain ⟨U, a, F, hU, hU', hH1, hH2, tH⟩ := gibbs_spectral hH
  obtain ⟨V, b, G, hV, hV', hK1, hK2, tK⟩ := gibbs_spectral hK
  obtain ⟨X, hX⟩ : ∃ X, X = (K - H) + ((G : ℂ) - F) • (1 : Matrix n n ℂ) := ⟨_, rfl⟩
  have hX' : X = U * diagonal (fun i => (a i : ℂ)) * Uᴴ
      - V * diagonal (fun i => (b i : ℂ)) * Vᴴ := by
    rw [← hH1, ← hK1, hX]
    module
  have entry : ∀ i j, (Uᴴ * X * V) i j = ((a i : ℂ) - b j) * (Uᴴ * V) i j := by
    intro i j
    rw [hX']
    exact overlap_entry hU hV _ _ i j
  -- both states have trace one, so the shift drops out of the trace
  have shift : trace ((gibbs H - gibbs K) * Xᴴ) = trace ((gibbs H - gibbs K) * (K - H)) := by
    rw [hX, conjTranspose_add, conjTranspose_smul, conjTranspose_one, (hK.sub hH).eq, mul_add,
      trace_add, mul_smul_comm, mul_one, trace_smul, trace_sub (gibbs H) (gibbs K), tH, tK,
      sub_self, smul_zero, add_zero]
  have term : ∀ (p q x y : ℝ) (m : ℂ), (((p : ℂ) - q) * m) * star (((x : ℂ) - y) * m)
      = (((p - q) * (x - y) * Complex.normSq m : ℝ) : ℂ) := by
    intro p q x y m
    have hs : star (((x : ℂ) - y) * m) = ((x : ℂ) - y) * (starRingEnd ℂ) m := by
      change (starRingEnd ℂ) _ = _
      simp
    rw [hs]
    push_cast
    rw [← Complex.mul_conj]
    ring
  have hsum : (trace ((gibbs H - gibbs K) * (K - H))).re = ∑ i, ∑ j,
      (Real.exp (a i) - Real.exp (b j)) * (a i - b j) * Complex.normSq ((Uᴴ * V) i j) := by
    rw [← shift, trace_frames hU' hV', hH2, hK2]
    simp only [entry, overlap_entry hU hV, term, ← Complex.ofReal_sum, Complex.ofReal_re]
  -- the exponential is strictly increasing, so no term is negative
  have gap : ∀ x y : ℝ, x ≠ y → 0 < (Real.exp x - Real.exp y) * (x - y) := by
    intro x y h
    rcases lt_or_gt_of_ne h with h | h
    · exact mul_pos_of_neg_of_neg (sub_neg.2 (Real.exp_lt_exp.2 h)) (sub_neg.2 h)
    · exact mul_pos (sub_pos.2 (Real.exp_lt_exp.2 h)) (sub_pos.2 h)
  have hle : ∀ i j, 0 ≤ (Real.exp (a i) - Real.exp (b j)) * (a i - b j)
      * Complex.normSq ((Uᴴ * V) i j) := by
    intro i j
    refine mul_nonneg ?_ (Complex.normSq_nonneg _)
    by_cases h : a i = b j
    · simp [h]
    · exact (gap _ _ h).le
  have hrow := fun i => Finset.sum_nonneg fun j (_ : j ∈ Finset.univ) => hle i j
  rw [hsum]
  refine ⟨Finset.sum_nonneg fun i _ => hrow i, fun h0 => ⟨G - F, ?_⟩⟩
  rw [Finset.sum_eq_zero_iff_of_nonneg (fun i _ => hrow i)] at h0
  -- overlapping levels have equal weights, so X vanishes
  have hz : Uᴴ * X * V = 0 := by
    ext i j
    have hij := (Finset.sum_eq_zero_iff_of_nonneg (fun j _ => hle i j)).mp
      (h0 i (Finset.mem_univ i)) j (Finset.mem_univ j)
    rw [entry, Matrix.zero_apply]
    by_cases h : a i = b j
    · rw [h, sub_self, zero_mul]
    · rw [Complex.normSq_eq_zero.mp ((mul_eq_zero.mp hij).resolve_left (gap _ _ h).ne'), mul_zero]
  have hX0 : X = 0 := by
    calc X = (U * Uᴴ) * X * (V * Vᴴ) := by rw [hU', hV', one_mul, mul_one]
      _ = U * (Uᴴ * X * V) * Vᴴ := by noncomm_ring
      _ = 0 := by rw [hz, mul_zero, zero_mul]
  rw [hX0] at hX
  push_cast
  linear_combination (norm := module) hX
```

## From equal expectations to equal Hamiltonians

The final theorem takes Hermitian `W` and `O k`, real couplings `v` and `u`, and the hypothesis `h` that all the expectations agree. It returns a real `c` with H(v) − H(u) = c·1. The conclusion is about the Hamiltonian and not the couplings: if two of the observables coincide, only the sum of their couplings matters. Nor does the theorem say which sets of expectation values can occur.

The proof first checks that each H(w) is Hermitian (`herm`). It then writes the difference of the Hamiltonians as a sum over the observables (`hs`) and uses `h` to cancel the trace term by term, so that the equality case of `gibbs_monotone` applies.

```lean
/-- For Hermitian `W` and `O_k` and real couplings, if the Gibbs states of `H(v)` and `H(u)` give
equal expectations of every `O_k`, then `H(v) - H(u)` is a real multiple of the identity. -/
theorem thermal_gilbert [Nonempty n] {W : Matrix n n ℂ} {O : ι → Matrix n n ℂ}
    (hW : W.IsHermitian) (hO : ∀ k, (O k).IsHermitian) (v u : ι → ℝ)
    (h : ∀ k, expect (gibbs (hamiltonian W O v)) (O k)
      = expect (gibbs (hamiltonian W O u)) (O k)) :
    ∃ c : ℝ, hamiltonian W O v - hamiltonian W O u = (c : ℂ) • (1 : Matrix n n ℂ) := by
  have herm : ∀ w : ι → ℝ, (hamiltonian W O w).IsHermitian := by
    intro w
    change (W + ∑ k, (w k : ℂ) • O k)ᴴ = W + ∑ k, (w k : ℂ) • O k
    rw [conjTranspose_add, conjTranspose_sum, hW.eq]
    refine congrArg (W + ·) (Finset.sum_congr rfl fun k _ => ?_)
    rw [conjTranspose_smul, (hO k).eq]
    congr 1
    exact Complex.conj_ofReal _
  -- W cancels, and the trace pairs couplings with expectations
  have hs : hamiltonian W O u - hamiltonian W O v = ∑ k, ((u k : ℂ) - v k) • O k := by
    simp only [hamiltonian, add_sub_add_left_eq_sub, sub_smul, Finset.sum_sub_distrib]
  refine (gibbs_monotone (herm v) (herm u)).2 ?_
  simp only [expect] at h
  rw [hs, Finset.mul_sum, trace_sum]
  simp only [mul_smul_comm, trace_smul, Matrix.sub_mul, trace_sub, h, sub_self, smul_zero,
    Finset.sum_const_zero, Complex.zero_re]

end

end ThermalGilbert
```

```lean
#print axioms ThermalGilbert.thermal_gilbert
```

```
'ThermalGilbert.thermal_gilbert' depends on axioms: [propext, Classical.choice, Quot.sound]
```
